# Krylov error bounds for a nondegenerate ground-state energy in finite dimension

## How far a Lanczos energy can lie above the ground state

A Lanczos calculation stops after some number of multiplications by the Hamiltonian and reports its lowest Ritz value, the least energy expectation value in the space built so far. The question is how far this lies above the exact ground-state energy of that same Hamiltonian; any error from representing the system in a finite basis is separate. For a finite Hermitian matrix, such as a configuration-interaction Hamiltonian in a fixed basis, the spectrum and the start vector give a bound.

Let $H$ have a nondegenerate unit ground state $u$ of energy $E_0$, with no level above $B$. Let $v$ be a unit start vector with $c=|\langle u,v\rangle|^2>0$: the start must contain some ground state. If a real polynomial $p$ has $p(E_0)=1$ and $|p|\le q$ on the other levels, then $x=p(H)v$ is nonzero and

$$\frac{\langle x,Hx\rangle}{\langle x,x\rangle}\le E_0+(B-E_0)\,q^2\,\frac{1-c}{c}.$$

## Filtering out the excited states

Take an orthonormal eigenbasis $b_i$ with energies $e_i$. Nondegeneracy makes exactly one member, $b_g$, equal to $u$ up to a phase. Put $w_i=|\langle b_i,v\rangle|^2$, so $w_g=c$ and $\sum_i w_i=1$. Since $p(H)b_i=p(e_i)b_i$,

$$\|x\|^2=\sum_i p(e_i)^2w_i\ge p(E_0)^2c=c>0,$$

$$\langle x,Hx\rangle-E_0\|x\|^2=\sum_{i\ne g}(e_i-E_0)p(e_i)^2w_i\le(B-E_0)q^2(1-c).$$

The last expression is nonnegative, so dividing by $\|x\|^2\ge c$ gives the bound.

If $\deg p<m$, then $x$ lies in the span of $v,Hv,\dots,H^{m-1}v$. The lowest Ritz value $\theta$ there is therefore no larger than the quotient of $x$. It is at least $E_0$, because $\sum_i e_i|\langle b_i,y\rangle|^2\ge E_0\|y\|^2$ for every $y$.

## The Chebyshev choice

Suppose the excited levels lie in $[E_1,B]$, with $E_0<E_1<B$. The map $\mu\mapsto(B+E_1-2\mu)/(B-E_1)$ sends this interval to $[-1,1]$ and $E_0$ to some $\gamma>1$. Let $p$ be the Chebyshev polynomial $T_n$ of the mapped energy, divided by $T_n(\gamma)$.

On $[-1,1]$, $T_n(\cos\varphi)=\cos n\varphi$ gives $|T_n|\le1$. At $\gamma$, $T_0=1\le T_1=\gamma$, and

$$T_{k+2}-T_{k+1}=(2\gamma-1)T_{k+1}-T_k\ge T_{k+1}-T_k\ge0,$$

so $T_n(\gamma)\ge1$. Hence $q=1/T_n(\gamma)$ is allowed. Take $m=n+1$, so that the space is spanned by $v,Hv,\dots,H^nv$. Building it takes $n$ multiplications by $H$, and finding its lowest Ritz value in general takes one more. That value satisfies

$$\theta\le E_0+\frac{(B-E_0)(1-c)}{c\,T_n(\gamma)^2}.$$

This is the Kaniel–Paige–Saad estimate for the lowest energy; higher Ritz values and Ritz vectors need separate estimates.

At $n=0$ the space contains only multiples of $v$, and the bound is $E_0+(B-E_0)(1-c)/c$. Direct expansion of $v$ gives $E_0+(B-E_0)(1-c)$, which is smaller when $c<1$.

## Reading the Lean statement

`IsGroundState` collects Hermiticity, normalisation, the eigenvalue equation, nondegeneracy and minimality; `isGroundState_witness` supplies an example. `IsLevel` means a real eigenvalue with a nonzero eigenvector. `overlap` is the squared modulus $c$, not the amplitude. `polyOp H p v` is unnormalised, and `rayleigh` divides by its squared norm.

`IsLowestRitz` assumes that $\theta$ is the exact minimum over `krylov H v m`. Identifying it with the output of a floating-point Lanczos run, where orthogonality can be lost, is a further step.

```lean
import Mathlib

open scoped Polynomial InnerProductSpace
open Polynomial.Chebyshev (T)

namespace KrylovVariationalError

noncomputable section

variable {V : Type*} [NormedAddCommGroup V] [InnerProductSpace ℂ V]
  {H : Module.End ℂ V} {u v : V} {E₀ E₁ B q θ : ℝ}

/-- The real number `μ` is an energy level of `H`: it has a nonzero eigenvector. -/
def IsLevel (H : Module.End ℂ V) (μ : ℝ) : Prop := ∃ x, x ≠ 0 ∧ H x = (μ : ℂ) • x

/-- `H` is Hermitian and `u` is its nondegenerate, normalised ground state, of energy `E₀`. -/
structure IsGroundState (H : Module.End ℂ V) (u : V) (E₀ : ℝ) : Prop where
  symm : LinearMap.IsSymmetric H
  unit : ‖u‖ = 1
  eigen : H u = (E₀ : ℂ) • u
  nondeg : ∀ x, H x = (E₀ : ℂ) • x → ∃ a : ℂ, x = a • u
  lowest : ∀ μ, IsLevel H μ → E₀ ≤ μ

/-- The real part of `⟨x, H x⟩ / ⟨x, x⟩` for a nonzero vector `x`. For Hermitian `H` this is the
Rayleigh quotient. -/
def rayleigh (H : Module.End ℂ V) (x : V) : ℝ := (⟪x, H x⟫_ℂ).re / ‖x‖ ^ 2

/-- The squared overlap `|⟨u, v⟩|²`. -/
def overlap (u v : V) : ℝ := ‖⟪u, v⟫_ℂ‖ ^ 2

/-- The operator `p(H)` for a real polynomial `p`. -/
def polyOp (H : Module.End ℂ V) (p : ℝ[X]) : Module.End ℂ V :=
  Polynomial.aeval H (p.map (algebraMap ℝ ℂ))

/-- The Krylov space spanned by `v, H v, …, H^(m-1) v`. -/
def krylov (H : Module.End ℂ V) (v : V) (m : ℕ) : Submodule ℂ V :=
  Submodule.span ℂ (Set.range fun k : Fin m => (H ^ (k : ℕ)) v)

/-- For Hermitian `H`, `θ` is the lowest Ritz value: the least Rayleigh quotient of a nonzero vector
in the Krylov space. -/
def IsLowestRitz (H : Module.End ℂ V) (v : V) (m : ℕ) (θ : ℝ) : Prop :=
  IsLeast {r | ∃ x ∈ krylov H v m, x ≠ 0 ∧ r = rayleigh H x} θ

/-- The Hamiltonian `1 - |u⟩⟨u|`. -/
def projH (u : V) : Module.End ℂ V where
  toFun x := x - ⟪u, x⟫_ℂ • u
  map_add' x y := by rw [inner_add_right]; module
  map_smul' c x := by simp only [inner_smul_right, RingHom.id_apply]; module

/-- For a unit vector `u`, the Hamiltonian `1 - |u⟩⟨u|` has `u` as nondegenerate ground state
of energy zero. -/
theorem isGroundState_witness (hu : ‖u‖ = 1) : IsGroundState (projH u) u 0 := by
  have huu : ⟪u, u⟫_ℂ = 1 := by rw [inner_self_eq_norm_sq_to_K, hu]; simp
  have happ : ∀ x, projH u x = x - ⟪u, x⟫_ℂ • u := fun _ => rfl
  refine ⟨?_, hu, ?_, ?_, ?_⟩
  · intro x y
    rw [happ, happ, inner_sub_left, inner_sub_right, inner_smul_left, inner_smul_right,
      inner_conj_symm]
    ring
  · rw [happ, huu]; simp
  · intro x hx
    rw [happ, Complex.ofReal_zero, zero_smul] at hx
    exact ⟨_, sub_eq_zero.mp hx⟩
  · rintro μ ⟨x, hx0, hx⟩
    by_contra hneg
    have hμ : μ < 0 := not_le.mp hneg
    rw [happ] at hx
    have h1 := congrArg (fun y => ⟪u, y⟫_ℂ) hx
    simp only [inner_sub_right, inner_smul_right, huu, mul_one, sub_self] at h1
    have hz := (mul_eq_zero.mp h1.symm).resolve_left (Complex.ofReal_ne_zero.mpr hμ.ne)
    rw [hz, zero_smul, sub_zero] at hx
    have h2 : ((1 - μ : ℝ) : ℂ) • x = 0 := by
      rw [Complex.ofReal_sub, Complex.ofReal_one, sub_smul, one_smul, ← hx, sub_self]
    rcases smul_eq_zero.mp h2 with h3 | h3
    · have := Complex.ofReal_eq_zero.mp h3
      linarith
    · exact hx0 h3

/-- On an eigenvector of `H` with energy `μ`, the operator `p(H)` acts as the number `p(μ)`. -/
theorem polyOp_eigen {x : V} {μ : ℝ} (hx : H x = (μ : ℂ) • x) (p : ℝ[X]) :
    polyOp H p x = ((p.eval μ : ℝ) : ℂ) • x := by
  have hpow : ∀ n : ℕ, (H ^ n) x = ((μ : ℂ) ^ n) • x := by
    intro n
    induction n with
    | zero => simp
    | succ n ih => rw [pow_succ', Module.End.mul_apply, ih, map_smul, hx, smul_smul, pow_succ]
  unfold polyOp
  induction p using Polynomial.induction_on' with
  | add p r hp hr =>
    rw [Polynomial.map_add, map_add, LinearMap.add_apply, hp, hr, Polynomial.eval_add,
      Complex.ofReal_add, add_smul]
  | monomial n a =>
    rw [Polynomial.map_monomial, Polynomial.aeval_monomial, Module.End.mul_apply, hpow,
      Module.algebraMap_end_apply, smul_smul, Polynomial.eval_monomial]
    simp

section Basis

variable {ι : Type*} [Fintype ι] (b : OrthonormalBasis ι ℂ V) {A : Module.End ℂ V} {a : ι → ℝ}

/-- An operator diagonal in an orthonormal basis multiplies each component by its eigenvalue. -/
theorem eigen_coeff (hA : ∀ i, A (b i) = (a i : ℂ) • b i) (x : V) (i : ι) :
    ⟪b i, A x⟫_ℂ = (a i : ℂ) * ⟪b i, x⟫_ℂ := by
  classical
  conv_lhs => rw [← b.sum_repr' x]
  rw [map_sum, inner_sum]
  simp only [map_smul, hA, inner_smul_right, orthonormal_iff_ite.mp b.orthonormal, mul_ite,
    mul_one, mul_zero, Finset.sum_ite_eq, Finset.mem_univ, if_true]
  ring

/-- If `A` is diagonal in an orthonormal basis with real eigenvalues, the real part of `⟨x, A x⟩` is
the sum of the eigenvalues weighted by the squared moduli of the components of `x`. -/
theorem energy_sum (hA : ∀ i, A (b i) = (a i : ℂ) • b i) (x : V) :
    (⟪x, A x⟫_ℂ).re = ∑ i, a i * ‖⟪b i, x⟫_ℂ‖ ^ 2 := by
  rw [← b.sum_inner_mul_inner x (A x), Complex.re_sum]
  refine Finset.sum_congr rfl fun i _ => ?_
  rw [eigen_coeff b hA, ← inner_conj_symm x (b i)]
  generalize ⟪b i, x⟫_ℂ = z
  rw [Complex.sq_norm, Complex.normSq_apply]
  simp only [Complex.mul_re, Complex.mul_im, Complex.conj_re, Complex.conj_im,
    Complex.ofReal_re, Complex.ofReal_im]
  ring

/-- The squared norm is the sum of the squared components in an orthonormal basis. -/
theorem norm_sum (x : V) : ‖x‖ ^ 2 = ∑ i, ‖⟪b i, x⟫_ℂ‖ ^ 2 := by
  have h1 := energy_sum b (A := LinearMap.id) (a := fun _ => 1) (fun i => by simp) x
  have h2 : (⟪x, x⟫_ℂ).re = ‖x‖ ^ 2 := inner_self_eq_norm_sq (𝕜 := ℂ) x
  rw [← h2]
  exact h1.trans (Finset.sum_congr rfl fun i _ => one_mul _)

end Basis

variable [FiniteDimensional ℂ V]

/-- `H` has an orthonormal eigenbasis in which exactly one vector has energy `E₀`, and that
vector has the same overlaps in modulus as the nondegenerate ground state `u`. -/
theorem exists_eigenbasis (h : IsGroundState H u E₀) :
    ∃ (b : OrthonormalBasis (Fin (Module.finrank ℂ V)) ℂ V)
      (e : Fin (Module.finrank ℂ V) → ℝ) (g : Fin (Module.finrank ℂ V)),
      (∀ i, H (b i) = (e i : ℂ) • b i) ∧ e g = E₀ ∧ (∀ i, i ≠ g → e i ≠ E₀) ∧
      ∀ x, ‖⟪b g, x⟫_ℂ‖ = ‖⟪u, x⟫_ℂ‖ := by
  obtain ⟨b, e, hb⟩ : ∃ (b : OrthonormalBasis (Fin (Module.finrank ℂ V)) ℂ V)
      (e : Fin (Module.finrank ℂ V) → ℝ), ∀ i, H (b i) = (e i : ℂ) • b i :=
    ⟨h.symm.eigenvectorBasis rfl, h.symm.eigenvalues rfl,
      fun i => h.symm.apply_eigenvectorBasis rfl i⟩
  -- some basis vector overlaps with u, and so has energy E₀
  obtain ⟨g, hg⟩ : ∃ g, ⟪b g, u⟫_ℂ ≠ 0 := by
    by_contra! hz
    have hu := h.unit
    rw [← b.sum_repr' u] at hu
    simp [hz] at hu
  have heg : e g = E₀ := by
    have h1 := eigen_coeff b hb u g
    rw [h.eigen, inner_smul_right] at h1
    exact (Complex.ofReal_injective (mul_right_cancel₀ hg h1)).symm
  -- by nondegeneracy a basis vector of energy E₀ is u up to a phase
  have hphase : ∀ i, e i = E₀ → ∀ x, ‖⟪b i, x⟫_ℂ‖ = ‖⟪u, x⟫_ℂ‖ := by
    intro i hi x
    obtain ⟨a, ha⟩ := h.nondeg (b i) (by rw [hb, hi])
    have hn := b.orthonormal.1 i
    rw [ha, norm_smul, h.unit, mul_one] at hn
    rw [ha, inner_smul_left, norm_mul, RCLike.norm_conj, hn, one_mul]
  refine ⟨b, e, g, hb, heg, fun i hig hi => ?_, hphase g heg⟩
  have h1 := (hphase i hi (b g)).trans (hphase g heg (b g)).symm
  have h0 : ⟪b i, b g⟫_ℂ = 0 := b.orthonormal.2 hig
  rw [h0, inner_self_eq_norm_sq_to_K, b.orthonormal.1 g] at h1
  simp at h1

/-- Variational principle: if `H` is Hermitian with a nondegenerate ground state of energy `E₀`, no
nonzero vector has a Rayleigh quotient below `E₀`. -/
theorem ground_le_rayleigh (h : IsGroundState H u E₀) {x : V} (hx : x ≠ 0) :
    E₀ ≤ rayleigh H x := by
  obtain ⟨b, e, g, hb, -⟩ := exists_eigenbasis h
  have hpos : 0 < ‖x‖ ^ 2 := pow_pos (norm_pos_iff.mpr hx) 2
  unfold rayleigh
  rw [le_div_iff₀ hpos, energy_sum b hb, norm_sum b, Finset.mul_sum]
  exact Finset.sum_le_sum fun i _ => mul_le_mul_of_nonneg_right
    (h.lowest _ ⟨b i, b.orthonormal.ne_zero i, hb i⟩) (sq_nonneg _)

/-- Let all levels be at most `B`, let the unit vector `v` have overlap `c > 0` with the
nondegenerate ground state, and let `p(E₀) = 1` and `|p| ≤ q` on the other levels. Then `p(H)v`
is nonzero and its Rayleigh quotient is at most `E₀ + (B - E₀) q² (1 - c) / c`. -/
theorem rayleigh_polyOp_le (h : IsGroundState H u E₀) (hB : ∀ μ, IsLevel H μ → μ ≤ B)
    (hv : ‖v‖ = 1) (hc : 0 < overlap u v) {p : ℝ[X]} (hp : p.eval E₀ = 1)
    (hq : ∀ μ, IsLevel H μ → μ ≠ E₀ → |p.eval μ| ≤ q) :
    polyOp H p v ≠ 0 ∧ rayleigh H (polyOp H p v) ≤
      E₀ + (B - E₀) * q ^ 2 * (1 - overlap u v) / overlap u v := by
  obtain ⟨b, e, g, hb, hg, hne, hov⟩ := exists_eigenbasis h
  have hlev : ∀ i, IsLevel H (e i) := fun i => ⟨b i, b.orthonormal.ne_zero i, hb i⟩
  have hBE : 0 ≤ B - E₀ := by have := hB _ (hlev g); linarith
  have hcw : ‖⟪b g, v⟫_ℂ‖ ^ 2 = overlap u v := by rw [hov]; rfl
  obtain ⟨x, hx⟩ : ∃ x, x = polyOp H p v := ⟨_, rfl⟩
  rw [← hx]
  have hw : ∀ i, ‖⟪b i, x⟫_ℂ‖ ^ 2 = (p.eval (e i)) ^ 2 * ‖⟪b i, v⟫_ℂ‖ ^ 2 := by
    intro i
    have h1 : ⟪b i, polyOp H p v⟫_ℂ = ((p.eval (e i) : ℝ) : ℂ) * ⟪b i, v⟫_ℂ :=
      eigen_coeff b (a := fun j => p.eval (e j)) (fun j => polyOp_eigen (hb j) p) v i
    rw [hx, h1, norm_mul, mul_pow, Complex.norm_real, Real.norm_eq_abs, sq_abs]
  -- the ground component survives, so the norm is bounded below
  have hN : overlap u v ≤ ‖x‖ ^ 2 := by
    have h1 : ‖⟪b g, x⟫_ℂ‖ ^ 2 = overlap u v := by rw [hw, hg, hp, hcw]; ring
    rw [norm_sum b x, ← h1]
    exact Finset.single_le_sum (f := fun i => ‖⟪b i, x⟫_ℂ‖ ^ 2)
      (fun i _ => sq_nonneg _) (Finset.mem_univ g)
  -- bound each component's contribution to the energy above E₀
  have hterm : ∀ i, (e i - E₀) * ‖⟪b i, x⟫_ℂ‖ ^ 2 ≤
      (B - E₀) * q ^ 2 * (‖⟪b i, v⟫_ℂ‖ ^ 2 - if i = g then overlap u v else 0) := by
    intro i
    by_cases hi : i = g
    · rw [hi, hg, hcw]; simp
    · have h1 := abs_le.mp (hq _ (hlev i) (hne i hi))
      have h2 : e i - E₀ ≤ B - E₀ := by have := hB _ (hlev i); linarith
      rw [hw, if_neg hi, sub_zero, mul_assoc]
      exact mul_le_mul h2 (mul_le_mul_of_nonneg_right (sq_le_sq' h1.1 h1.2) (sq_nonneg _))
        (by positivity) hBE
  have hD : (⟪x, H x⟫_ℂ).re - E₀ * ‖x‖ ^ 2 ≤ (B - E₀) * q ^ 2 * (1 - overlap u v) := by
    calc (⟪x, H x⟫_ℂ).re - E₀ * ‖x‖ ^ 2 = ∑ i, (e i - E₀) * ‖⟪b i, x⟫_ℂ‖ ^ 2 := by
          rw [energy_sum b hb x, norm_sum b x, Finset.mul_sum, ← Finset.sum_sub_distrib]
          exact Finset.sum_congr rfl fun i _ => by ring
      _ ≤ _ := Finset.sum_le_sum fun i _ => hterm i
      _ = _ := by
          rw [← Finset.mul_sum, Finset.sum_sub_distrib, ← norm_sum b v, hv]
          simp
  have hc1 : overlap u v ≤ 1 := by
    have h1 := norm_inner_le_norm (𝕜 := ℂ) u v
    rw [h.unit, hv, one_mul] at h1
    exact pow_le_one₀ (norm_nonneg _) h1
  have hpos : 0 < ‖x‖ ^ 2 := hc.trans_le hN
  refine ⟨fun h0 => by simp [h0] at hpos, ?_⟩
  have hD0 : 0 ≤ (B - E₀) * q ^ 2 * (1 - overlap u v) :=
    mul_nonneg (mul_nonneg hBE (sq_nonneg q)) (sub_nonneg.mpr hc1)
  have h3 := mul_le_mul_of_nonneg_left hN (div_nonneg hD0 hc.le)
  rw [div_mul_cancel₀ _ hc.ne'] at h3
  unfold rayleigh
  rw [div_le_iff₀ hpos, add_mul]
  linarith

/-- Let all levels be at most `B`, let the unit vector `v` have overlap `c > 0` with the
nondegenerate ground state, of energy `E₀`, and let `p` have degree below `m`, with `p(E₀) = 1` and
`|p| ≤ q` on the other levels. Then the lowest Ritz value of the `m`-step Krylov space lies between
`E₀` and `E₀ + (B - E₀) q² (1 - c) / c`. -/
theorem ritz_error (h : IsGroundState H u E₀) (hB : ∀ μ, IsLevel H μ → μ ≤ B)
    (hv : ‖v‖ = 1) (hc : 0 < overlap u v) {p : ℝ[X]} (hp : p.eval E₀ = 1)
    (hq : ∀ μ, IsLevel H μ → μ ≠ E₀ → |p.eval μ| ≤ q) {m : ℕ} (hm : p.natDegree < m)
    (hθ : IsLowestRitz H v m θ) :
    E₀ ≤ θ ∧ θ ≤ E₀ + (B - E₀) * q ^ 2 * (1 - overlap u v) / overlap u v := by
  obtain ⟨hne, hle⟩ := rayleigh_polyOp_le h hB hv hc hp hq
  have hmem : polyOp H p v ∈ krylov H v m := by
    unfold polyOp
    rw [Polynomial.aeval_eq_sum_range, LinearMap.sum_apply]
    refine Submodule.sum_mem _ fun k hk => ?_
    have hd : (p.map (algebraMap ℝ ℂ)).natDegree = p.natDegree := Polynomial.natDegree_map _
    rw [Finset.mem_range, hd] at hk
    rw [LinearMap.smul_apply]
    exact Submodule.smul_mem _ _ (Submodule.subset_span ⟨⟨k, by omega⟩, rfl⟩)
  obtain ⟨x, -, hx0, hx⟩ := hθ.1
  exact ⟨hx ▸ ground_le_rayleigh h hx0, (hθ.2 ⟨_, hmem, hne, rfl⟩).trans hle⟩

/-- The Chebyshev polynomial `T_n` has degree at most `n` and is at least `1` at `γ ≥ 1`. -/
theorem chebyshev_facts {γ : ℝ} (hγ : 1 ≤ γ) (n : ℕ) :
    (T ℝ (n : ℤ)).natDegree ≤ n ∧ 1 ≤ (T ℝ (n : ℤ)).eval γ := by
  have key : ((T ℝ (n : ℤ)).natDegree ≤ n ∧ (T ℝ ((n : ℤ) + 1)).natDegree ≤ n + 1) ∧
      1 ≤ (T ℝ (n : ℤ)).eval γ ∧ (T ℝ (n : ℤ)).eval γ ≤ (T ℝ ((n : ℤ) + 1)).eval γ := by
    induction n with
    | zero => simp [hγ]
    | succ n ih =>
      obtain ⟨⟨d1, d2⟩, h1, h2⟩ := ih
      have hr := Polynomial.Chebyshev.T_add_two ℝ (n : ℤ)
      have hX : (2 * Polynomial.X : ℝ[X]).natDegree ≤ 1 := by compute_degree
      have hm := Polynomial.natDegree_mul_le (p := (2 * Polynomial.X : ℝ[X]))
        (q := T ℝ ((n : ℤ) + 1))
      have he : (T ℝ ((n : ℤ) + 2)).eval γ =
          2 * γ * (T ℝ ((n : ℤ) + 1)).eval γ - (T ℝ (n : ℤ)).eval γ := by
        rw [hr]; simp
      rw [Nat.cast_succ, show (n : ℤ) + 1 + 1 = n + 2 by ring, he]
      refine ⟨⟨d2, ?_⟩, h1.trans h2, ?_⟩
      · rw [hr]
        exact (Polynomial.natDegree_sub_le _ _).trans (max_le (by omega) (by omega))
      · nlinarith [mul_le_mul_of_nonneg_right hγ (zero_le_one.trans (h1.trans h2))]
  exact ⟨key.1.1, key.2.1⟩

/-- Kaniel–Paige–Saad bound: if the levels other than `E₀` lie in `[E₁, B]` with `E₀ < E₁ < B`, and
the unit start vector `v` has overlap `c > 0` with the nondegenerate ground state, then the lowest
Ritz value on the span of `v, H v, …, H^n v` exceeds `E₀` by at most
`(B - E₀)(1 - c) / (c T_n(γ)²)`, where `γ = (B + E₁ - 2E₀)/(B - E₁)`. -/
theorem chebyshev_ritz_error (h : IsGroundState H u E₀) (h01 : E₀ < E₁) (h1B : E₁ < B)
    (hspec : ∀ μ, IsLevel H μ → μ ≠ E₀ → E₁ ≤ μ ∧ μ ≤ B)
    (hv : ‖v‖ = 1) (hc : 0 < overlap u v) (n : ℕ) (hθ : IsLowestRitz H v (n + 1) θ) :
    θ ≤ E₀ + (B - E₀) * (1 - overlap u v) /
      (overlap u v * ((T ℝ (n : ℤ)).eval ((B + E₁ - 2 * E₀) / (B - E₁))) ^ 2) := by
  have hd : 0 < B - E₁ := sub_pos.mpr h1B
  have hγ : 1 ≤ (B + E₁ - 2 * E₀) / (B - E₁) := by rw [le_div_iff₀ hd]; linarith
  obtain ⟨hdeg, ht⟩ := chebyshev_facts hγ n
  obtain ⟨t, htdef⟩ : ∃ t, t = (T ℝ (n : ℤ)).eval ((B + E₁ - 2 * E₀) / (B - E₁)) := ⟨_, rfl⟩
  rw [← htdef] at ht ⊢
  have ht0 : 0 < t := by linarith
  -- the Chebyshev polynomial, moved to [E₁, B] and normalised at E₀
  let l : ℝ[X] := Polynomial.C ((B + E₁) / (B - E₁)) -
    Polynomial.C (2 / (B - E₁)) * Polynomial.X
  let p : ℝ[X] := Polynomial.C t⁻¹ * (T ℝ (n : ℤ)).comp l
  have heval : ∀ μ, p.eval μ = t⁻¹ * (T ℝ (n : ℤ)).eval ((B + E₁ - 2 * μ) / (B - E₁)) := by
    intro μ
    have h1 : (B + E₁) / (B - E₁) - 2 / (B - E₁) * μ = (B + E₁ - 2 * μ) / (B - E₁) := by ring
    simp only [p, l, Polynomial.eval_mul, Polynomial.eval_C, Polynomial.eval_comp,
      Polynomial.eval_sub, Polynomial.eval_X, h1]
  have hl : l.natDegree ≤ 1 := by
    simp only [l]
    compute_degree
  have hpdeg : p.natDegree < n + 1 := by
    have h1 : p.natDegree ≤ ((T ℝ (n : ℤ)).comp l).natDegree := Polynomial.natDegree_C_mul_le _ _
    have h2 : ((T ℝ (n : ℤ)).comp l).natDegree ≤ (T ℝ (n : ℤ)).natDegree * l.natDegree :=
      Polynomial.natDegree_comp_le
    have h3 := Nat.mul_le_mul hdeg hl
    omega
  have hp : p.eval E₀ = 1 := by rw [heval, ← htdef, inv_mul_cancel₀ ht0.ne']
  have hq : ∀ μ, IsLevel H μ → μ ≠ E₀ → |p.eval μ| ≤ t⁻¹ := by
    intro μ hμ hne
    obtain ⟨ha, hb⟩ := hspec μ hμ hne
    have h1 : -1 ≤ (B + E₁ - 2 * μ) / (B - E₁) := by rw [le_div_iff₀ hd]; linarith
    have h2 : (B + E₁ - 2 * μ) / (B - E₁) ≤ 1 := by rw [div_le_iff₀ hd]; linarith
    have h3 : |(T ℝ (n : ℤ)).eval ((B + E₁ - 2 * μ) / (B - E₁))| ≤ 1 := by
      rw [← Real.cos_arccos h1 h2, Polynomial.Chebyshev.T_real_cos]
      exact Real.abs_cos_le_one _
    rw [heval, abs_mul, abs_of_pos (inv_pos.mpr ht0)]
    exact mul_le_of_le_one_right (inv_pos.mpr ht0).le h3
  have hB : ∀ μ, IsLevel H μ → μ ≤ B := by
    intro μ hμ
    by_cases hne : μ = E₀
    · linarith
    · exact (hspec μ hμ hne).2
  refine (ritz_error h hB hv hc hp hq hpdeg hθ).2.trans (le_of_eq ?_)
  ring

end

end KrylovVariationalError
```

```lean
#print axioms KrylovVariationalError.ritz_error
-- 'KrylovVariationalError.ritz_error' depends on axioms: [propext, Classical.choice, Quot.sound]
#print axioms KrylovVariationalError.chebyshev_ritz_error
-- 'KrylovVariationalError.chebyshev_ritz_error' depends on axioms: [propext, Classical.choice, Quot.sound]
```

## From eigencomponents to the bound

`exists_eigenbasis` takes Mathlib's spectral theorem and singles out $b_g$. `polyOp_eigen` proves $p(H)b_i=p(e_i)b_i$ by induction on $p$; `eigen_coeff`, `energy_sum` and `norm_sum` turn operators and norms into weighted sums.

In `rayleigh_polyOp_le`, `hN` is the lower bound on $\|x\|^2$, `hterm` bounds each energy term, and `hD` sums them. The closing `linarith` combines these after the denominator is cleared.

`ritz_error` expands $p(H)v$ in powers of $H$ to place it in the Krylov space, then uses minimality and `ground_le_rayleigh`. `chebyshev_facts` proves the degree bound and $T_n(\gamma)\ge1$ by induction on the recurrence. `chebyshev_ritz_error` builds the shifted polynomial and passes it to `ritz_error` with $q=1/T_n(\gamma)$.
